# Geertsen's identity: a commutator expectation value as a static propagator in finite dimension

Let $V$ be a complex inner product space with a finite orthonormal basis $b_n$, and let $H$ satisfy $Hb_n=E_nb_n$ with real energies $E_n$. Such an $H$ is Hermitian, and every Hermitian matrix has a basis of this kind. For an operator $X$ we write $X_{mn}=\langle b_m,Xb_n\rangle$, with the inner product linear in its second argument. The operators $A$ and $x$ are arbitrary, and in atomic units

$$p=i[H,x]=i(Hx-xH).$$

For a reference state $o$ with $E_n\neq E_o$ whenever $n\neq o$, the static propagator of $A$ and $B$ is

$$P(A,B)=\sum_{n\neq o}\frac{A_{on}B_{no}+B_{on}A_{no}}{E_n-E_o}.$$

Some definitions of the propagator carry the opposite overall sign. The claim is

$$P(A,p)=i\,[A,x]_{oo}.$$

For a Hamiltonian with kinetic energy $\mathbf p^2/2$ and a local potential, $i[H,x]$ is the canonical momentum $p_x$. With $A=f(\mathbf r)\,p_x$ the right-hand side is then $\langle f\rangle$, an expectation value of diamagnetic type. That reading uses $[x,p_x]=i$, which no finite matrices satisfy, since a commutator of matrices has zero trace. What is proved below is the commutator identity for a finite-dimensional model, with $p$ defined by $H$ and $x$.

## Cancelling the energy denominator

Expanding $Yb_k=\sum_n Y_{nk}b_n$, applying $X$ and projecting on $b_m$ gives

$$(XY)_{mk}=\sum_n X_{mn}Y_{nk}.$$

Since $H_{mk}=E_m\delta_{mk}$, it follows that $(Hx)_{mn}=E_mx_{mn}$. Letting $H$ act on $b_n$ gives $(xH)_{mn}=E_nx_{mn}$. Hence

$$p_{mn}=i(E_m-E_n)x_{mn},$$

the off-diagonal hypervirial relation. For $E_n\neq E_o$ this yields

$$\frac{A_{on}p_{no}+p_{on}A_{no}}{E_n-E_o}
=\frac{i(E_n-E_o)A_{on}x_{no}+i(E_o-E_n)x_{on}A_{no}}{E_n-E_o}
=i(A_{on}x_{no}-x_{on}A_{no}).$$

Summed over all $n$, the right-hand side is $i[A,x]_{oo}$. The sum over states with $E_n\neq E_o$ is therefore

$$i\Big([A,x]_{oo}-\sum_{E_n=E_o}(A_{on}x_{no}-x_{on}A_{no})\Big),$$

whatever the degeneracy of the reference level. If $o$ is nondegenerate, only $n=o$ remains in the correction, and $A_{oo}x_{oo}-x_{oo}A_{oo}=0$. This proves the claim.

## Gauge origins and velocities

The $z$ component of angular momentum about an origin displaced by $(u,v)$ in the $xy$ plane is $L'=L-(up_y-vp_x)$. With $p_x=i[H,x]$ and $p_y=i[H,y]$, linearity gives $up_y-vp_x=i[H,uy-vx]$. The propagator is linear in its second argument, so

$$P(A,L')=P(A,L)-i[A,uy-vx]_{oo}.$$

Moving the gauge origin thus changes the propagator by a commutator expectation value. In shielding theory $A$ is the orbital operator that couples the electrons to a nuclear magnetic moment, and $P(A,L)$ gives the paramagnetic part. With the canonical commutators of position and momentum, the commutator term accounts for the opposite change in the diamagnetic part, so the exact total does not depend on the origin. The finite model proves the change of the propagator; the identification with the diamagnetic part needs the canonical commutators, which finite matrices do not satisfy.

If $x$ is Hermitian, then $x_{on}=\overline{x_{no}}$, and the hypervirial relation gives $p_{on}=\overline{p_{no}}$. Setting $A=p$ turns each numerator into $2p_{on}p_{no}=2|p_{no}|^2$:

$$\sum_{n\neq o}\frac{2|p_{no}|^2}{E_n-E_o}=i[p,x]_{oo}.$$

The state $o$ need not be the ground state, so individual terms may be negative.

## The identity in Lean

The index type `ι` labels the eigenstates and is finite, so `V` is finite-dimensional.

```lean
import Mathlib

open Finset ComplexConjugate

namespace GeertsenRewriting

noncomputable section

variable {V ι : Type*} [NormedAddCommGroup V] [InnerProductSpace ℂ V]
  [Fintype ι] [DecidableEq ι]
```

Operators are linear endomorphisms of `V`, which includes all complex square matrices. Their matrix elements are inner products with basis vectors.

```lean
/-- The matrix element `⟨m, X n⟩` of an operator in an orthonormal basis. -/
def elem (b : OrthonormalBasis ι ℂ V) (X : Module.End ℂ V) (m n : ι) : ℂ :=
  inner ℂ (b m) (X (b n))
```

The momentum is defined by the commutator. In a truncated basis it need not equal the matrix of $-i\,\partial/\partial x$.

```lean
/-- The momentum `p = i[H, x]` belonging to the coordinate `x`, in atomic units. -/
def momentum (H x : Module.End ℂ V) : Module.End ℂ V :=
  Complex.I • (H * x - x * H)
```

A single state contributes one symmetrised product over one energy difference.

```lean
/-- The contribution of the state `n` to the static response of the state `o` to `A` and `B`.
Its domain is `E n ≠ E o`. -/
def responseTerm (b : OrthonormalBasis ι ℂ V) (E : ι → ℝ) (o : ι)
    (A B : Module.End ℂ V) (n : ι) : ℂ :=
  (elem b A o n * elem b B n o + elem b B o n * elem b A n o) / ((E n : ℂ) - E o)
```

The propagator adds these contributions over `univ.erase o`, that is, over every state except `o`.

```lean
/-- The static propagator of `A` and `B` in the state `o`, a sum over all other states.
Its domain is `E n ≠ E o` for all `n ≠ o`. -/
def propagator (b : OrthonormalBasis ι ℂ V) (E : ι → ℝ) (o : ι)
    (A B : Module.End ℂ V) : ℂ :=
  ∑ n ∈ univ.erase o, responseTerm b E o A B n
```

The product rule for matrix elements follows the derivation above: `b.sum_repr'` expands `Y (b k)` in the basis, and linearity does the rest.

```lean
omit [DecidableEq ι] in
/-- Resolution of the identity: matrix elements of a product are sums over
intermediate states. -/
theorem elem_mul (b : OrthonormalBasis ι ℂ V) (X Y : Module.End ℂ V) (m k : ι) :
    elem b (X * Y) m k = ∑ n, elem b X m n * elem b Y n k := by
  unfold elem
  rw [Module.End.mul_apply]
  conv_lhs => rw [← b.sum_repr' (Y (b k))]
  simp only [map_sum, map_smul, inner_sum, inner_smul_right]
  exact Finset.sum_congr rfl fun n _ => mul_comm _ _
```

The hypothesis `hH` is the eigenvalue equation, and the real type of `E` supplies the Hermiticity of $H$. In the proof, `hd` says that $H$ is diagonal, while `h1` and `h2` evaluate $(Hx)_{mn}$ and $(xH)_{mn}$.

```lean
/-- Off-diagonal hypervirial relation: between eigenstates of `H`,
`p_mn = i (E_m - E_n) x_mn`. -/
theorem elem_momentum (b : OrthonormalBasis ι ℂ V) (E : ι → ℝ) (H x : Module.End ℂ V)
    (hH : ∀ n, H (b n) = (E n : ℂ) • b n) (m n : ι) :
    elem b (momentum H x) m n = Complex.I * ((E m : ℂ) - E n) * elem b x m n := by
  -- H is diagonal in its eigenbasis
  have hd : ∀ k, elem b H m k = if m = k then (E m : ℂ) else 0 := by
    intro k
    simp only [elem, hH, inner_smul_right, orthonormal_iff_ite.mp b.orthonormal m k]
    split_ifs with h <;> simp [h]
  have h1 : elem b (H * x) m n = E m * elem b x m n := by
    rw [elem_mul]
    simp [hd]
  have h2 : elem b (x * H) m n = E n * elem b x m n := by
    simp only [elem, Module.End.mul_apply, hH, map_smul, inner_smul_right]
  have h3 : elem b (momentum H x) m n
      = Complex.I * (elem b (H * x) m n - elem b (x * H) m n) := by
    simp only [elem, momentum, LinearMap.smul_apply, LinearMap.sub_apply,
      inner_smul_right, inner_sub_right]
  rw [h3, h1, h2]
  ring
```

The next theorem allows any degeneracy. Its left-hand sum is restricted to `E n ≠ E o`, so every denominator is nonzero. The step `ht` cancels the denominator, `hc` writes the commutator as a sum over all states, and `hs` splits that sum by energy.

```lean
/-- For a reference level of any degeneracy, the response to `A` and `p = i[H, x]` from all states
of different energy is `i⟨o, [A, x] o⟩` less `i` times the part of `⟨o, [A, x] o⟩` that runs through
states of the same energy. -/
theorem geertsen_degenerate (b : OrthonormalBasis ι ℂ V) (E : ι → ℝ)
    (H A x : Module.End ℂ V) (hH : ∀ n, H (b n) = (E n : ℂ) • b n) (o : ι) :
    ∑ n with E n ≠ E o, responseTerm b E o A (momentum H x) n
      = Complex.I * (elem b (A * x - x * A) o o
        - ∑ n with E n = E o, (elem b A o n * elem b x n o - elem b x o n * elem b A n o)) := by
  -- the energy denominator cancels in every term
  have ht : ∀ n ∈ univ.filter (fun n => E n ≠ E o),
      responseTerm b E o A (momentum H x) n
        = Complex.I * (elem b A o n * elem b x n o - elem b x o n * elem b A n o) := by
    intro n hn
    have hne : E n ≠ E o := (Finset.mem_filter.mp hn).2
    have h0 : (E n : ℂ) - E o ≠ 0 := sub_ne_zero.mpr (by exact_mod_cast hne)
    rw [responseTerm, elem_momentum b E H x hH, elem_momentum b E H x hH, div_eq_iff h0]
    ring
  have hc : elem b (A * x - x * A) o o
      = ∑ n, (elem b A o n * elem b x n o - elem b x o n * elem b A n o) := by
    rw [Finset.sum_sub_distrib, ← elem_mul, ← elem_mul]
    simp only [elem, LinearMap.sub_apply, inner_sub_right]
  have hs := Finset.sum_filter_add_sum_filter_not univ (fun n => E n = E o)
    (fun n => elem b A o n * elem b x n o - elem b x o n * elem b A n o)
  rw [Finset.sum_congr rfl ht, ← Finset.mul_sum, hc]
  linear_combination Complex.I * hs
```

The nondegeneracy hypothesis `hE` turns "different energy" into "different state". The proof rewrites both index sets accordingly, and `ring` removes the remaining term $n=o$.

```lean
/-- Geertsen rewriting: if no other eigenstate shares the energy of `o`, the expectation value
`i⟨o, [A, x] o⟩` is the static propagator of `A` and `p = i[H, x]`. -/
theorem geertsen (b : OrthonormalBasis ι ℂ V) (E : ι → ℝ)
    (H A x : Module.End ℂ V) (hH : ∀ n, H (b n) = (E n : ℂ) • b n) (o : ι)
    (hE : ∀ n, n ≠ o → E n ≠ E o) :
    propagator b E o A (momentum H x) = Complex.I * elem b (A * x - x * A) o o := by
  have key : ∀ n, E n = E o ↔ n = o := fun n =>
    ⟨fun h => by_contra fun hn => hE n hn h, fun h => by rw [h]⟩
  have h1 : univ.filter (fun n => E n ≠ E o) = univ.erase o := by
    ext n
    simp [key]
  have h2 : univ.filter (fun n => E n = E o) = {o} := by
    ext n
    simp [key]
  -- only n = o remains in the correction, and it vanishes
  have h := geertsen_degenerate b E H A x hH o
  rw [h1, h2, Finset.sum_singleton] at h
  rw [propagator, h]
  ring
```

In the gauge-origin theorem `L`, `x` and `y` are arbitrary operators, and `u` and `v` may be complex; a physical displacement has real values. The step `hv` recognises the shift as the momentum belonging to $uy-vx$. Geertsen's identity then converts the expectation value into a propagator, and the two propagators are added term by term.

```lean
/-- Gauge-origin shift: for a nondegenerate state `o`, replacing `L` by `L - (u p_y - v p_x)`
changes its propagator with `A` by an amount that the expectation value of
`i[A, u y - v x]` restores. -/
theorem gauge_origin_shift (b : OrthonormalBasis ι ℂ V) (E : ι → ℝ)
    (H A L x y : Module.End ℂ V) (hH : ∀ n, H (b n) = (E n : ℂ) • b n) (o : ι)
    (hE : ∀ n, n ≠ o → E n ≠ E o) (u v : ℂ) :
    propagator b E o A (L - (u • momentum H y - v • momentum H x))
      + Complex.I * elem b (A * (u • y - v • x) - (u • y - v • x) * A) o o
      = propagator b E o A L := by
  have hv : u • momentum H y - v • momentum H x = momentum H (u • y - v • x) := by
    simp only [momentum, mul_sub, sub_mul, mul_smul_comm, smul_mul_assoc]
    module
  -- the propagator is additive in the perturbation
  rw [hv, ← geertsen b E H A _ hH o hE, propagator, propagator, propagator,
    ← Finset.sum_add_distrib]
  refine Finset.sum_congr rfl fun n _ => ?_
  simp only [responseTerm, elem, LinearMap.sub_apply, inner_sub_right]
  ring
```

The sum rule adds the hypothesis `hx`, that `x` is symmetric, meaning Hermitian. The steps `hxc` and `hp` transfer this to the matrix elements of $x$ and $p$, and `hn` writes the squared modulus as a product with the conjugate.

```lean
/-- Velocity sum rule: for a symmetric coordinate `x` and a nondegenerate state `o`, the
sum of `2|p_no|²/(E_n - E_o)` over the other states is `i⟨o, [p, x] o⟩`. -/
theorem velocity_sum_rule (b : OrthonormalBasis ι ℂ V) (E : ι → ℝ)
    (H x : Module.End ℂ V) (hH : ∀ n, H (b n) = (E n : ℂ) • b n) (o : ι)
    (hE : ∀ n, n ≠ o → E n ≠ E o) (hx : x.IsSymmetric) :
    ∑ n ∈ univ.erase o, 2 * (‖elem b (momentum H x) n o‖ : ℂ) ^ 2 / ((E n : ℂ) - E o)
      = Complex.I * elem b (momentum H x * x - x * momentum H x) o o := by
  rw [← geertsen b E H (momentum H x) x hH o hE, propagator]
  refine Finset.sum_congr rfl fun n _ => ?_
  have hxc : elem b x o n = conj (elem b x n o) := by
    unfold elem
    rw [inner_conj_symm]
    exact (hx _ _).symm
  -- p inherits Hermitian matrix elements from x
  have hp : elem b (momentum H x) o n = conj (elem b (momentum H x) n o) := by
    rw [elem_momentum b E H x hH, elem_momentum b E H x hH, hxc]
    simp only [map_mul, map_sub, Complex.conj_I, Complex.conj_ofReal]
    ring
  have hn : (‖elem b (momentum H x) n o‖ : ℂ) ^ 2
      = elem b (momentum H x) n o * conj (elem b (momentum H x) n o) := by
    rw [Complex.mul_conj, Complex.normSq_eq_norm_sq, Complex.ofReal_pow]
  rw [responseTerm, hp, hn]
  ring
```

A two-level system provides a concrete case. Its operators are specified by their matrices in the given basis.

```lean
/-- The operator with a given matrix in an orthonormal basis of a two-level system. -/
def twoLevel (b : OrthonormalBasis (Fin 2) ℂ V) (M : Matrix (Fin 2) (Fin 2) ℂ) :
    Module.End ℂ V :=
  Matrix.toLin b.toBasis b.toBasis M
```

Take energies $0$ and $1$, $A=\sigma_y$ and $x=\sigma_x$. Since $[\sigma_y,\sigma_x]=-2i\sigma_z$, the commutator term in state $0$ is $i(-2i)=2$. The theorem confirms the eigenvalue equation, the nondegeneracy and this value, so the identity has instances in which both sides are nonzero. The proof computes the action of each matrix on the basis vectors (`hop`) and uses orthonormality.

```lean
/-- A two-level system with energies 0 and 1 meets the hypotheses of the Geertsen rewriting;
with `A` the Pauli matrix y and `x` the Pauli matrix x, `i⟨0, [A, x] 0⟩ = 2`. -/
theorem geertsen_witness (b : OrthonormalBasis (Fin 2) ℂ V) :
    (∀ n, twoLevel b !![0, 0; 0, 1] (b n) = ((![0, 1] n : ℝ) : ℂ) • b n) ∧
    (∀ n : Fin 2, n ≠ 0 → (![0, 1] n : ℝ) ≠ ![0, 1] 0) ∧
    Complex.I * elem b (twoLevel b !![0, -Complex.I; Complex.I, 0] * twoLevel b !![0, 1; 1, 0]
      - twoLevel b !![0, 1; 1, 0] * twoLevel b !![0, -Complex.I; Complex.I, 0]) 0 0 = 2 := by
  have hop : ∀ M i, twoLevel b M (b i) = M 0 i • b 0 + M 1 i • b 1 := by
    intro M i
    have h := Matrix.toLin_self b.toBasis b.toBasis M i
    rw [OrthonormalBasis.coe_toBasis, Fin.sum_univ_two] at h
    exact h
  refine ⟨fun n => ?_, fun n hn => ?_, ?_⟩
  · rw [hop]
    fin_cases n <;> simp
  · fin_cases n
    · exact absurd rfl hn
    · simp
  · have h00 : inner ℂ (b 0) (b 0) = (1 : ℂ) := by
      rw [orthonormal_iff_ite.mp b.orthonormal 0 0, if_pos rfl]
    simp only [elem, LinearMap.sub_apply, Module.End.mul_apply, hop, map_add, map_smul,
      inner_sub_right, inner_add_right, inner_smul_right, h00]
    simp
    linear_combination (-2 : ℂ) * Complex.I_mul_I

end

end GeertsenRewriting
```

```lean
#print axioms GeertsenRewriting.geertsen
#print axioms GeertsenRewriting.gauge_origin_shift
#print axioms GeertsenRewriting.velocity_sum_rule
```

```
'GeertsenRewriting.geertsen' depends on axioms: [propext, Classical.choice, Quot.sound]
'GeertsenRewriting.gauge_origin_shift' depends on axioms: [propext, Classical.choice, Quot.sound]
'GeertsenRewriting.velocity_sum_rule' depends on axioms: [propext, Classical.choice, Quot.sound]
```
